# Aufbau filling minimises the total π energy

In a Hückel or tight-binding calculation one diagonalises a one-electron Hamiltonian, orders the levels $e_0 \le e_1 \le \dots \le e_{n-1}$, and puts $2m$ electrons pairwise into the lowest $m$ orbitals. The question is whether another distribution of the same electrons, fractional occupations included, could give a lower total π energy $\sum_i f_i e_i$. With at most two electrons per orbital and levels that stay fixed while the occupations change, none can. The Aufbau principle for atoms also covers the order in which the levels of interacting electrons fill; here the levels are given numbers, with no electron repulsion or self-consistency.

## The model

```lean
import Mathlib

open Finset

namespace AufbauPiEnergy

variable {n : ℕ}
```

The natural number `n` counts the orbitals. Indices have type `Fin n`, meaning $0, \dots, n-1$, and `Fin n → ℝ` is a list of $n$ reals.

```lean
/-- Total π energy `∑ fᵢ eᵢ` of occupations `f` of the orbital levels `e`. -/
def bandEnergy (e f : Fin n → ℝ) : ℝ := ∑ i, f i * e i
```

This is $E(f) = \sum_i f_i e_i$. No Hamiltonian appears, only its finitely many levels.

```lean
/-- Real occupations between 0 and 2 per orbital that hold `N` electrons in total. -/
structure Admissible (N : ℝ) (f : Fin n → ℝ) : Prop where
  nonneg : ∀ i, 0 ≤ f i
  le_two : ∀ i, f i ≤ 2
  total : ∑ i, f i = N
```

`Admissible N f` bundles three conditions: $f_i \ge 0$, the Pauli bound $f_i \le 2$ for a spatial orbital, and $\sum_i f_i = N$. The Pauli bound is assumed, spin enters only through the number 2, and both $f_i$ and $N$ are real.

```lean
/-- The orbitals with index below `m`. -/
def lowest (n m : ℕ) : Finset (Fin n) := univ.filter (fun i : Fin n => (i : ℕ) < m)
```

The set $\{i : i < m\}$. It selects by index; for nondecreasing $e$ and $m \le n$ it holds the $m$ lowest levels.

```lean
/-- Closed-shell Aufbau filling: two electrons in each orbital with index below `m`,
none in the others. -/
def aufbau (n m : ℕ) (i : Fin n) : ℝ := if (i : ℕ) < m then 2 else 0
```

The closed-shell filling $a_i = 2$ for $i < m$ and $a_i = 0$ otherwise.

```lean
/-- Open-shell filling: orbitals below `p` doubly occupied and `r` electrons in orbital `p`. -/
def openShell (p : Fin n) (r : ℝ) (i : Fin n) : ℝ :=
  aufbau n (p : ℕ) i + if i = p then r else 0
```

Two electrons in each orbital below $p$, and $r$ in orbital $p$.

```lean
/-- The charge held by the orbitals with index `m` or higher. -/
def promoted (m : ℕ) (f : Fin n → ℝ) : ℝ :=
  ∑ i ∈ univ.filter (fun i : Fin n => m ≤ (i : ℕ)), f i
```

The promoted charge $P(f) = \sum_{i \ge m} f_i$.

```lean
/-- The occupations obtained from `g` by moving charge `δ` from orbital `j` to orbital `i`. -/
def transfer (g : Fin n → ℝ) (i j : Fin n) (δ : ℝ) (k : Fin n) : ℝ :=
  g k + (if k = i then δ else 0) - (if k = j then δ else 0)
```

The occupations $g_k + \delta\,[k=i] - \delta\,[k=j]$, where a bracket is 1 if the condition holds and 0 otherwise.

```lean
/-- The Hückel levels `α + 2β, α, α, α - 2β` of cyclobutadiene. -/
def cyclobutadieneLevels (α β : ℝ) : Fin 4 → ℝ := ![α + 2 * β, α, α, α - 2 * β]
```

Here $\alpha$ is the Coulomb integral of a carbon $2p$ orbital and $\beta$ the resonance integral between neighbouring atoms, taken equal for all four bonds (square geometry). The levels are written down as a definition, not obtained from the Hückel matrix.

## The reference energy

```lean
/-- At equal electron number, the energy difference of two fillings can be computed with
the levels measured from any reference energy `μ`. -/
theorem energy_sub_eq (e f g : Fin n → ℝ) (μ : ℝ) (h : ∑ i, f i = ∑ i, g i) :
    bandEnergy e f - bandEnergy e g = ∑ i, (f i - g i) * (e i - μ) := by
  have key : ∑ i, (f i - g i) * (e i - μ)
      = ∑ i, f i * e i - ∑ i, g i * e i - μ * (∑ i, f i - ∑ i, g i) := by
    rw [mul_sub μ, Finset.mul_sum, Finset.mul_sum, ← Finset.sum_sub_distrib,
      ← Finset.sum_sub_distrib, ← Finset.sum_sub_distrib]
    exact Finset.sum_congr rfl fun i _ => by ring
  rw [key, h]
  unfold bandEnergy
  ring
```

If $\sum_i f_i = \sum_i g_i$, then $E(f) - E(g) = \sum_i (f_i - g_i)(e_i - \mu)$ for every real $\mu$. Expanding the product gives
$$\sum_i (f_i - g_i)(e_i - \mu) = \sum_i f_i e_i - \sum_i g_i e_i - \mu\Big(\sum_i f_i - \sum_i g_i\Big),$$
which is the step `key`, checked term by term by `ring`. The hypothesis `h` makes the bracket vanish.

```lean
/-- A filling of `N` electrons that is full on all levels below `μ` and empty on all levels
above `μ` has no more energy than any admissible filling of `N` electrons. -/
theorem fermi_level_criterion {e f g : Fin n → ℝ} {N : ℝ} (μ : ℝ)
    (hf : Admissible N f) (hg : ∑ i, g i = N)
    (hlow : ∀ i, e i < μ → g i = 2) (hhigh : ∀ i, μ < e i → g i = 0) :
    bandEnergy e g ≤ bandEnergy e f := by
  have h := energy_sub_eq e f g μ (hf.total.trans hg.symm)
  have hpos : 0 ≤ ∑ i, (f i - g i) * (e i - μ) := by
    refine Finset.sum_nonneg fun i _ => ?_
    rcases lt_trichotomy (e i) μ with hi | hi | hi
    · -- a hole below μ costs energy
      rw [hlow i hi]
      nlinarith [mul_nonneg (sub_nonneg.2 (hf.le_two i)) (sub_nonneg.2 hi.le)]
    · rw [hi, sub_self, mul_zero]
    · -- an electron above μ costs energy
      rw [hhigh i hi]
      nlinarith [mul_nonneg (hf.nonneg i) (sub_nonneg.2 hi.le)]
  linarith
```

Let $f$ be admissible, and let $g$ hold the same $N$ electrons with $g_i = 2$ where $e_i < \mu$ and $g_i = 0$ where $e_i > \mu$. Then $E(g) \le E(f)$, whatever the order of the levels and whatever $g$ is on levels equal to $\mu$. Each term of the sum above is nonnegative. For $e_i < \mu$ it equals $(2 - f_i)(\mu - e_i)$, for $e_i = \mu$ it is zero, and for $e_i > \mu$ it equals $f_i(e_i - \mu)$. In Lean `lt_trichotomy` makes this split, `mul_nonneg` supplies the two products, and `Finset.sum_nonneg` adds the terms.

## Closed shells

```lean
/-- For `m ≤ n` the Aufbau filling is an admissible filling of `2m` electrons. -/
theorem aufbau_admissible {m : ℕ} (hm : m ≤ n) : Admissible (2 * (m : ℝ)) (aufbau n m) := by
  refine ⟨fun i => ?_, fun i => ?_, ?_⟩
  · unfold aufbau
    split_ifs <;> norm_num
  · unfold aufbau
    split_ifs <;> norm_num
  · have h2 : (range n).filter (fun i => i < m) = range m := by
      ext i
      simp only [Finset.mem_filter, Finset.mem_range]
      omega
    calc ∑ i, aufbau n m i
        = ∑ i ∈ range n, (if i < m then (2 : ℝ) else 0) :=
          Fin.sum_univ_eq_sum_range (fun i => if i < m then (2 : ℝ) else 0) n
      _ = ∑ i ∈ (range n).filter (fun i => i < m), (2 : ℝ) := by
          rw [Finset.sum_filter]
      _ = 2 * (m : ℝ) := by
          rw [h2, Finset.sum_const, Finset.card_range, nsmul_eq_mul, mul_comm]
```

The values 2 and 0 lie within the bounds. For $m \le n$ the indices below $n$ that are also below $m$ are exactly $0, \dots, m-1$ (step `h2`), so $\sum_i a_i = 2m$.

```lean
/-- The energy of the Aufbau filling is twice the sum of the levels with index below `m`. -/
theorem aufbau_energy (e : Fin n → ℝ) (m : ℕ) :
    bandEnergy e (aufbau n m) = 2 * ∑ i ∈ lowest n m, e i := by
  unfold bandEnergy lowest
  rw [Finset.sum_filter, Finset.mul_sum]
  refine Finset.sum_congr rfl fun i _ => ?_
  by_cases h : (i : ℕ) < m <;> simp [aufbau, h]
```

Term by term, $a_i e_i$ is $2e_i$ for $i < m$ and zero otherwise, so $E(a) = 2\sum_{i<m} e_i$.

```lean
/-- Aufbau optimality: for nondecreasing levels, every admissible filling of `2m` electrons
has total π energy at least twice the sum of the lowest `m` levels. -/
theorem aufbau_optimal {e f : Fin n → ℝ} {m : ℕ} (he : Monotone e) (hm : m ≤ n)
    (hf : Admissible (2 * (m : ℝ)) f) :
    2 * ∑ i ∈ lowest n m, e i ≤ bandEnergy e f := by
  -- an energy separating the lowest m levels from the rest
  obtain ⟨μ, h1, h2⟩ : ∃ μ : ℝ, (∀ i : Fin n, (i : ℕ) < m → e i ≤ μ) ∧
      (∀ i : Fin n, m ≤ (i : ℕ) → μ ≤ e i) := by
    rcases hm.lt_or_eq with h | h
    · refine ⟨e ⟨m, h⟩, fun i hi => ?_, fun i hi => ?_⟩
      · have hle : i ≤ (⟨m, h⟩ : Fin n) := Fin.le_def.2 hi.le
        exact he hle
      · have hle : (⟨m, h⟩ : Fin n) ≤ i := Fin.le_def.2 hi
        exact he hle
    · obtain ⟨μ, hμ⟩ := (Set.finite_range e).bddAbove
      exact ⟨μ, fun i _ => hμ (Set.mem_range_self i),
        fun i hi => absurd i.isLt (by omega)⟩
  rw [← aufbau_energy e m]
  refine fermi_level_criterion μ hf (aufbau_admissible hm).total (fun i hi => ?_)
    (fun i hi => ?_)
  · have hlt : (i : ℕ) < m := by
      by_contra hc
      exact absurd (h2 i (not_lt.1 hc)) (not_le.2 hi)
    unfold aufbau
    rw [if_pos hlt]
  · have hge : ¬ (i : ℕ) < m := fun hc => absurd (h1 i hc) (not_le.2 hi)
    unfold aufbau
    rw [if_neg hge]
```

This is the main statement. `Monotone e` says that $i \le j$ implies $e_i \le e_j$, so degeneracies are allowed. With $m \le n$ and $f$ admissible for $2m$ electrons,
$$2\sum_{i<m} e_i \le \sum_i f_i e_i .$$
The proof first finds $\mu$ with $e_i \le \mu$ for $i < m$ and $\mu \le e_i$ for $i \ge m$. If $m < n$, take $\mu = e_m$, written `e ⟨m, h⟩`. If $m = n$, any upper bound of the finitely many levels serves, and the second condition is empty. Now $e_i < \mu$ forces $i < m$, so $a_i = 2$, and $e_i > \mu$ forces $i \ge m$, so $a_i = 0$. Then `fermi_level_criterion` gives $E(a) \le E(f)$, and `aufbau_energy` evaluates the left side.

Without ordering the bound can fail: $e = (1, 0)$, $m = 1$, $f = (0, 2)$ has energy $0 < 2$. Without the Pauli bound it can fail too: $e = (0, 1)$, $m = 2$, $f = (4, 0)$ has energy $0 < 2$.

```lean
/-- Twice the sum of the lowest `m` levels is the least total π energy reached by
admissible fillings of `2m` electrons. -/
theorem aufbau_isLeast {e : Fin n → ℝ} {m : ℕ} (he : Monotone e) (hm : m ≤ n) :
    IsLeast (bandEnergy e '' {f | Admissible (2 * (m : ℝ)) f})
      (2 * ∑ i ∈ lowest n m, e i) := by
  refine ⟨⟨aufbau n m, aufbau_admissible hm, aufbau_energy e m⟩, ?_⟩
  rintro _ ⟨f, hf, rfl⟩
  exact aufbau_optimal he hm hf
```

`bandEnergy e '' {f | Admissible (2 * (m : ℝ)) f}` is the set of energies reached by admissible fillings, and `IsLeast` says that the number belongs to the set and bounds it from below. The Aufbau filling gives membership and `aufbau_optimal` the bound. For $m > n$ the set would be empty, since admissible occupations sum to at most $2n$.

## The role of the gap

```lean
/-- The energy of an admissible filling of `2m` electrons exceeds twice the sum of the lowest
`m` levels by at least the HOMO-LUMO gap times the charge outside these levels. -/
theorem gap_bound {e f : Fin n → ℝ} {m : ℕ} (he : Monotone e) (homo lumo : Fin n)
    (hh : (homo : ℕ) + 1 = m) (hl : (lumo : ℕ) = m) (hf : Admissible (2 * (m : ℝ)) f) :
    2 * ∑ i ∈ lowest n m, e i + (e lumo - e homo) * promoted m f ≤ bandEnergy e f := by
  have hm : m ≤ n := by
    have := lumo.isLt
    omega
  -- measure the levels from the HOMO
  have h := energy_sub_eq e f (aufbau n m) (e homo)
    (hf.total.trans (aufbau_admissible hm).total.symm)
  have hb : (e lumo - e homo) * promoted m f
      ≤ ∑ i, (f i - aufbau n m i) * (e i - e homo) := by
    unfold promoted
    rw [Finset.sum_filter, Finset.mul_sum]
    refine Finset.sum_le_sum fun i _ => ?_
    unfold aufbau
    by_cases hi : (i : ℕ) < m
    · have hle : i ≤ homo := Fin.le_def.2 (by omega)
      have h1 : e i ≤ e homo := he hle
      rw [if_pos hi, if_neg (not_le.2 hi)]
      nlinarith [mul_nonneg (sub_nonneg.2 (hf.le_two i)) (sub_nonneg.2 h1)]
    · have hle : lumo ≤ i := Fin.le_def.2 (by omega)
      have h1 : e lumo ≤ e i := he hle
      rw [if_neg hi, if_pos (not_lt.1 hi)]
      nlinarith [mul_nonneg (hf.nonneg i) (sub_nonneg.2 h1)]
  rw [aufbau_energy] at h
  linarith
```

Here `homo` has index $m-1$ and `lumo` index $m$, which forces $1 \le m < n$. For nondecreasing levels, $f$ admissible for $2m$ electrons and $\Delta = e_m - e_{m-1}$, the statement reads $2\sum_{i<m} e_i + \Delta\, P(f) \le E(f)$. Take $g = a$ and $\mu = e_{m-1}$ in `energy_sub_eq`. For $i < m$ the term is $(2 - f_i)(e_{m-1} - e_i) \ge 0$. For $i \ge m$ it is $f_i(e_i - e_{m-1}) \ge f_i \Delta$, because $f_i(e_i - e_m) \ge 0$. These are the two branches of `hb`, summed by `Finset.sum_le_sum`.

```lean
/-- With a positive HOMO-LUMO gap, an admissible filling of `2m` electrons has energy twice
the sum of the lowest `m` levels exactly when it is the Aufbau filling. -/
theorem aufbau_unique_of_gap {e f : Fin n → ℝ} {m : ℕ} (he : Monotone e) (homo lumo : Fin n)
    (hh : (homo : ℕ) + 1 = m) (hl : (lumo : ℕ) = m) (hgap : e homo < e lumo)
    (hf : Admissible (2 * (m : ℝ)) f) :
    bandEnergy e f = 2 * ∑ i ∈ lowest n m, e i ↔ f = aufbau n m := by
  constructor
  · intro hE
    have hm : m ≤ n := by
      have := lumo.isLt
      omega
    have hb := gap_bound he homo lumo hh hl hf
    have hp0 : 0 ≤ promoted m f := Finset.sum_nonneg fun i _ => hf.nonneg i
    -- no charge is promoted across the gap
    have hp : promoted m f = 0 := by
      by_contra hne
      have := mul_pos (sub_pos.2 hgap) (lt_of_le_of_ne hp0 (Ne.symm hne))
      linarith
    unfold promoted at hp
    have hz : ∀ i : Fin n, m ≤ (i : ℕ) → f i = 0 := fun i hi =>
      (Finset.sum_eq_zero_iff_of_nonneg (fun j _ => hf.nonneg j)).1 hp i
        (Finset.mem_filter.2 ⟨Finset.mem_univ i, hi⟩)
    -- the electron count then leaves no room for holes
    have hnn : ∀ i ∈ (univ : Finset (Fin n)), 0 ≤ aufbau n m i - f i := by
      intro i _
      unfold aufbau
      by_cases hi : (i : ℕ) < m
      · rw [if_pos hi]
        linarith [hf.le_two i]
      · rw [if_neg hi]
        linarith [hz i (not_lt.1 hi)]
    have hs : ∑ i, (aufbau n m i - f i) = 0 := by
      rw [Finset.sum_sub_distrib, (aufbau_admissible hm).total, hf.total, sub_self]
    funext i
    have := (Finset.sum_eq_zero_iff_of_nonneg hnn).1 hs i (Finset.mem_univ i)
    linarith
  · intro h
    rw [h]
    exact aufbau_energy e m
```

If $\Delta > 0$, an admissible $f$ reaches the minimum exactly when $f = a$. Suppose $E(f) = 2\sum_{i<m} e_i$. Then `gap_bound` gives $\Delta\, P(f) \le 0$, while $P(f) \ge 0$, so $P(f) = 0$ (step `hp`). A vanishing sum of nonnegative terms has all terms zero, so $f_i = 0$ for $i \ge m$ (`hz`). Hence $a_i - f_i \ge 0$ for all $i$ (`hnn`), these differences sum to $2m - 2m = 0$ (`hs`), and each vanishes. The reverse direction is `aufbau_energy`.

## Open shells and a converse

```lean
/-- For `2p + r` electrons with `0 ≤ r ≤ 2`, the least total π energy of admissible fillings
is twice the sum of the lowest `p` levels plus `r` times level `p`. -/
theorem openShell_isLeast {e : Fin n → ℝ} (he : Monotone e) (p : Fin n) {r : ℝ}
    (hr0 : 0 ≤ r) (hr2 : r ≤ 2) :
    IsLeast (bandEnergy e '' {f | Admissible (2 * ((p : ℕ) : ℝ) + r) f})
      (2 * ∑ i ∈ lowest n (p : ℕ), e i + r * e p) := by
  have hsum : ∑ i, openShell p r i = 2 * ((p : ℕ) : ℝ) + r := by
    have h2 : ∑ i : Fin n, (if i = p then r else 0) = r := by simp
    unfold openShell
    rw [Finset.sum_add_distrib, (aufbau_admissible p.isLt.le).total, h2]
  have hE : bandEnergy e (openShell p r) = 2 * ∑ i ∈ lowest n (p : ℕ), e i + r * e p := by
    rw [← aufbau_energy e (p : ℕ)]
    unfold bandEnergy
    simp [openShell, add_mul, Finset.sum_add_distrib]
  have hadm : Admissible (2 * ((p : ℕ) : ℝ) + r) (openShell p r) := by
    refine ⟨fun i => ?_, fun i => ?_, hsum⟩
    · unfold openShell aufbau
      split_ifs <;> linarith
    · by_cases hi : i = p
      · rw [hi]
        unfold openShell aufbau
        rw [if_neg (Nat.lt_irrefl (p : ℕ)), if_pos rfl]
        linarith
      · unfold openShell aufbau
        rw [if_neg hi]
        split_ifs <;> norm_num
  refine ⟨⟨openShell p r, hadm, hE⟩, ?_⟩
  rintro _ ⟨f, hf, rfl⟩
  rw [← hE]
  -- the reference energy is the partly filled level
  refine fermi_level_criterion (e p) hf hsum (fun i hi => ?_) (fun i hi => ?_)
  · have hlt : i < p := he.reflect_lt hi
    have hv : (i : ℕ) < (p : ℕ) := Fin.lt_def.1 hlt
    unfold openShell aufbau
    rw [if_pos hv, if_neg hlt.ne, add_zero]
  · have hlt : p < i := he.reflect_lt hi
    have hv : ¬ (i : ℕ) < (p : ℕ) := by
      have := Fin.lt_def.1 hlt
      omega
    unfold openShell aufbau
    rw [if_neg hv, if_neg hlt.ne', add_zero]
```

For nondecreasing levels and $2p + r$ electrons with real $0 \le r \le 2$, the minimum is $2\sum_{i<p} e_i + r e_p$; the value $r = 1$ describes a Hückel radical. Steps `hsum`, `hE` and `hadm` give the electron count, energy and admissibility of `openShell p r`. The criterion is applied with $\mu = e_p$: by `he.reflect_lt`, $e_i < e_p$ implies $i < p$, where the filling is 2, and $e_i > e_p$ implies $i > p$, where it is 0.

```lean
/-- In a filling of least energy among admissible fillings of `N` electrons, of any two
levels `eᵢ < eⱼ` the lower is full or the upper is empty. -/
theorem minimiser_no_inversion {e g : Fin n → ℝ} {N : ℝ} (hg : Admissible N g)
    (hmin : ∀ f, Admissible N f → bandEnergy e g ≤ bandEnergy e f)
    {i j : Fin n} (hij : e i < e j) : g i = 2 ∨ g j = 0 := by
  by_contra hc
  rw [not_or] at hc
  obtain ⟨h1, h2⟩ := hc
  have hi : g i < 2 := lt_of_le_of_ne (hg.le_two i) h1
  have hj : 0 < g j := lt_of_le_of_ne (hg.nonneg j) (Ne.symm h2)
  -- a small positive charge can drop from j to i
  obtain ⟨δ, hδ, hδi, hδj⟩ : ∃ δ : ℝ, 0 < δ ∧ δ ≤ 2 - g i ∧ δ ≤ g j :=
    ⟨min (2 - g i) (g j), lt_min (by linarith) hj, min_le_left _ _, min_le_right _ _⟩
  have hf : Admissible N (transfer g i j δ) := by
    refine ⟨fun k => ?_, fun k => ?_, ?_⟩
    · have h0 := hg.nonneg k
      have hk : k = j → δ ≤ g k := fun h => by rw [h]; exact hδj
      unfold transfer
      by_cases a : k = i <;> by_cases b : k = j
      · rw [if_pos a, if_pos b]
        linarith
      · rw [if_pos a, if_neg b]
        linarith
      · rw [if_neg a, if_pos b]
        linarith [hk b]
      · rw [if_neg a, if_neg b]
        linarith
    · have h0 := hg.le_two k
      have hk : k = i → δ ≤ 2 - g k := fun h => by rw [h]; exact hδi
      unfold transfer
      by_cases a : k = i <;> by_cases b : k = j
      · rw [if_pos a, if_pos b]
        linarith
      · rw [if_pos a, if_neg b]
        linarith [hk a]
      · rw [if_neg a, if_pos b]
        linarith
      · rw [if_neg a, if_neg b]
        linarith
    · simp [transfer, Finset.sum_add_distrib, Finset.sum_sub_distrib, hg.total]
  have hE : bandEnergy e (transfer g i j δ) = bandEnergy e g + δ * e i - δ * e j := by
    simp [bandEnergy, transfer, add_mul, sub_mul, Finset.sum_add_distrib,
      Finset.sum_sub_distrib]
  have hle := hmin _ hf
  rw [hE] at hle
  nlinarith [mul_pos hδ (sub_pos.2 hij)]
```

Any minimiser $g$, for any $N$ and without ordering of the levels, has $g_i = 2$ or $g_j = 0$ whenever $e_i < e_j$. Otherwise $\delta = \min(2 - g_i,\, g_j)$ is positive. Moving $\delta$ from $j$ to $i$ keeps the total, leaves $g_j - \delta \ge 0$ and $g_i + \delta \le 2$, so the new filling is admissible (`hf`, by cases on `k = i` and `k = j`). Its energy is $E(g) - \delta(e_j - e_i) < E(g)$ by `hE`, which contradicts `hmin`.

## A case without a gap

```lean
/-- For `β < 0` the cyclobutadiene levels are nondecreasing, and the admissible four-electron
filling `(2, 1, 1, 0)` differs from the Aufbau filling while both have energy `4α + 4β`. -/
theorem cyclobutadiene_two_fillings (α β : ℝ) (hβ : β < 0) :
    Monotone (cyclobutadieneLevels α β) ∧
    Admissible 4 (![2, 1, 1, 0] : Fin 4 → ℝ) ∧
    (![2, 1, 1, 0] : Fin 4 → ℝ) ≠ aufbau 4 2 ∧
    bandEnergy (cyclobutadieneLevels α β) ![2, 1, 1, 0] = 4 * α + 4 * β ∧
    bandEnergy (cyclobutadieneLevels α β) (aufbau 4 2) = 4 * α + 4 * β := by
  have ha : aufbau 4 2 = ![2, 2, 0, 0] := by
    funext i
    fin_cases i <;> rfl
  have h0 : α + 2 * β ≤ α := by linarith
  have h1 : α ≤ α - 2 * β := by linarith
  refine ⟨?_, ⟨fun i => ?_, fun i => ?_, ?_⟩, ?_, ?_, ?_⟩
  · refine Fin.monotone_iff_le_succ.2 fun i => ?_
    fin_cases i
    · exact h0
    · exact le_refl α
    · exact h1
  · fin_cases i <;> simp
  · fin_cases i <;> simp
  · norm_num [Fin.sum_univ_succ]
  · rw [ha]
    intro h
    have h2 : (1 : ℝ) = 2 := congrFun h 1
    norm_num at h2
  · simp [bandEnergy, cyclobutadieneLevels, Fin.sum_univ_succ]
    ring
  · rw [ha]
    simp [bandEnergy, cyclobutadieneLevels, Fin.sum_univ_succ]
    ring

end AufbauPiEnergy
```

For $\beta < 0$ the levels are ordered, with $e_1 = e_2 = \alpha$, so $\Delta = 0$ at $m = 2$. The admissible filling $(2,1,1,0)$ has energy $2(\alpha + 2\beta) + \alpha + \alpha = 4\alpha + 4\beta$, and $(2,2,0,0)$ has $2(\alpha + 2\beta) + 2\alpha$, the same value. `fin_cases` runs through the indices, and the fillings differ at index 1. That both are minimisers follows by combining this with `aufbau_energy` and `aufbau_optimal`, a step the statement leaves unrecorded; it shows that uniqueness needs `hgap`. With fixed levels and no electron repulsion, this energy does not distinguish the two fillings.

```lean
#print axioms AufbauPiEnergy.aufbau_energy
#print axioms AufbauPiEnergy.aufbau_isLeast
#print axioms AufbauPiEnergy.minimiser_no_inversion
#print axioms AufbauPiEnergy.cyclobutadiene_two_fillings
```

```
'AufbauPiEnergy.aufbau_energy' depends on axioms: [propext, Classical.choice, Quot.sound]
'AufbauPiEnergy.aufbau_isLeast' depends on axioms: [propext, Classical.choice, Quot.sound]
'AufbauPiEnergy.minimiser_no_inversion' depends on axioms: [propext, Classical.choice, Quot.sound]
'AufbauPiEnergy.cyclobutadiene_two_fillings' depends on axioms: [propext, Classical.choice, Quot.sound]
```
